# Stiff-spring limit of the restrained free energy in an umbrella window

## Question

For a free-energy profile $F(s)$ along a coordinate $s\in\mathbb R$, continuous and bounded below, and inverse temperature $\beta>0$, the free energy under a harmonic restraint of stiffness $k$ centred at $c$,
$$F_k(c)=-\frac1\beta\ln\int_{\mathbb R}\sqrt{\frac{\beta k}{2\pi}}\;e^{-\beta k(s-c)^2/2-\beta F(s)}\,ds,$$
should tend to $F(c)$ as $k\to\infty$, for every $c$. How can this be stated and proved in Lean 4 with Mathlib?

## Answer

The claim holds, and $F$ need only be measurable, bounded below, and continuous at the one point $c$.

### Modelling choices

The weight $w(s)=\sqrt{\beta k/2\pi}\,e^{-\beta k(s-c)^2/2}$ is `window β k c s`, a Gaussian of variance $1/(\beta k)$. The partition function $Z_k(c)=\int w\,e^{-\beta F}ds$ is `restrainedZ β F c k`, a Lebesgue integral over the whole line, and $F_k(c)=-\beta^{-1}\ln Z_k(c)$ is `restrainedF β F c k`. The prefactor of $w$ subtracts the free energy of the bare spring and does not depend on $c$. In Lean the stiffness is any real number, but $w$ is a normalised Gaussian only for $k>0$. It is the last argument of `restrainedZ` and `restrainedF`, so `Tendsto (restrainedF β F c) atTop (𝓝 (F c))` reads $F_k(c)\to F(c)$ as $k\to\infty$ at fixed $\beta$ and $c$.

The hypotheses of `stiff_spring_limit` are `0 < β`, `Measurable F`, `BddBelow (Set.range F)` (there is a number $m$ with $m\le F(s)$ for all $s$) and `ContinuousAt F c`. The profile is a given, everywhere finite function `F : ℝ → ℝ`; it is not derived from a microscopic potential, and hard walls and periodic coordinates are not modelled. In umbrella sampling, the result says that exact window free energies $F_k(c)$ along one unbounded coordinate, with the bare-spring term subtracted, recover the profile pointwise in the stiff limit, with no rate in $k$, no uniformity in $c$ and no sampling error considered.

### Derivation by hand

1. Let $\varphi(t)=(2\pi)^{-1/2}e^{-t^2/2}$. Since $\int e^{-t^2/2}dt=\sqrt{2\pi}$, we have $\int\varphi\,dt=1$.

2. For $k>0$ put $s=c+t/\sqrt{\beta k}$. Then $\beta k(s-c)^2=t^2$, so $w(s)=\sqrt{\beta k}\,\varphi(t)$, and $ds=dt/\sqrt{\beta k}$. For a function $g$,
$$\int w(s)\,g(s)\,ds=\int\varphi(t)\,g\!\left(c+\frac{t}{\sqrt{\beta k}}\right)dt .$$
Taking $g=1$ gives $\int w\,ds=1$.

3. From $F\ge m$ follows $0<w\,e^{-\beta F}\le w\,e^{-\beta m}$. The integrand is therefore integrable and $0<Z_k(c)\le e^{-\beta m}$. Taking logarithms, $\ln Z_k(c)\le-\beta m$, that is $F_k(c)\ge m$.

4. With $g=e^{-\beta F}$, step 2 gives $Z_k(c)=\int\varphi(t)\,e^{-\beta F(c+t/\sqrt{\beta k})}dt$. All dependence on $k$ now sits in the argument of $F$. The integrand is bounded by $\varphi(t)e^{-\beta m}$, which is integrable and independent of $k$. For fixed $t$, $c+t/\sqrt{\beta k}\to c$, so continuity at $c$ makes the integrand tend to $\varphi(t)e^{-\beta F(c)}$. Dominated convergence gives
$$Z_k(c)\to e^{-\beta F(c)}\int\varphi\,dt=e^{-\beta F(c)} .$$

5. The limit is positive, the logarithm is continuous there, and $F_k(c)\to-\beta^{-1}\ln e^{-\beta F(c)}=F(c)$.

A continuous $F$ is measurable and continuous at every point, which gives the claim as asked. Subtracting the limits at two centres $c$ and $d$ gives $F_k(d)-F_k(c)\to F(d)-F(c)$.

### The Lean file

```lean
import Mathlib

open MeasureTheory Filter Topology

namespace StiffSpring

noncomputable section

/-- Normalised Boltzmann weight of a harmonic restraint of stiffness `k` centred at `c`. -/
def window (β k c s : ℝ) : ℝ :=
  √(β * k / (2 * Real.pi)) * Real.exp (-(β * k * (s - c) ^ 2 / 2))

/-- The standard Gaussian density. -/
def stdGauss (t : ℝ) : ℝ := √(1 / (2 * Real.pi)) * Real.exp (-(1 / 2) * t ^ 2)

/-- Partition function of the profile `F` in the umbrella window centred at `c`. -/
def restrainedZ (β : ℝ) (F : ℝ → ℝ) (c k : ℝ) : ℝ :=
  ∫ s, window β k c s * Real.exp (-(β * F s))

/-- Restrained free energy `-(1/β) ln Z` of the umbrella window centred at `c`. -/
def restrainedF (β : ℝ) (F : ℝ → ℝ) (c k : ℝ) : ℝ :=
  -(1 / β) * Real.log (restrainedZ β F c k)

/-- A profile equal to one at the point `c` and zero elsewhere. -/
def spike (c s : ℝ) : ℝ := if s = c then 1 else 0

/-- The standard Gaussian density is integrable and has integral one. -/
theorem stdGauss_normalised : Integrable stdGauss ∧ ∫ t, stdGauss t = 1 := by
  refine ⟨(integrable_exp_neg_mul_sq (by norm_num : (0 : ℝ) < 1 / 2)).const_mul _, ?_⟩
  have hpi := Real.pi_ne_zero
  have h : 1 / (2 * Real.pi) * (Real.pi / (1 / 2)) = 1 := by field_simp
  unfold stdGauss
  rw [integral_const_mul, integral_gaussian, ← Real.sqrt_mul (by positivity), h, Real.sqrt_one]

/-- The window average of `g` is the standard Gaussian average of `g (c + t/√(βk))`. -/
theorem window_rescale {β k : ℝ} (hβ : 0 < β) (hk : 0 < k) (c : ℝ) (g : ℝ → ℝ) :
    ∫ s, window β k c s * g s = ∫ t, stdGauss t * g (c + t / √(β * k)) := by
  have hbk : 0 < β * k := mul_pos hβ hk
  have hr : 0 < √(β * k) := Real.sqrt_pos.2 hbk
  -- the window in the rescaled variable
  have hw : ∀ t, window β k c (c + t / √(β * k)) = √(β * k) * stdGauss t := by
    intro t
    have hb := hβ.ne'
    have hk' := hk.ne'
    have e : β * k * (c + t / √(β * k) - c) ^ 2 = t ^ 2 := by
      rw [add_sub_cancel_left, div_pow, Real.sq_sqrt hbk.le]
      field_simp
    have e2 : √(β * k / (2 * Real.pi)) = √(β * k) * √(1 / (2 * Real.pi)) := by
      rw [← Real.sqrt_mul hbk.le, mul_one_div]
    have e3 : -(t ^ 2 / 2) = -(1 / 2) * t ^ 2 := by ring
    unfold window stdGauss
    rw [e, e2, e3, mul_assoc]
  -- translation and dilation of the integration variable
  have h2 : ∫ u, window β k c (c + u) * g (c + u) = ∫ s, window β k c s * g s :=
    integral_add_left_eq_self (fun s => window β k c s * g s) c
  have h1 : ∫ t, window β k c (c + t / √(β * k)) * g (c + t / √(β * k))
      = |√(β * k)| • ∫ u, window β k c (c + u) * g (c + u) :=
    Measure.integral_comp_div (fun u => window β k c (c + u) * g (c + u)) (√(β * k))
  rw [h2, abs_of_pos hr, smul_eq_mul] at h1
  simp only [hw, mul_assoc] at h1
  rw [integral_const_mul] at h1
  exact (mul_left_cancel₀ hr.ne' h1).symm

/-- The window weight is integrable and has integral one. -/
theorem window_normalised {β k : ℝ} (hβ : 0 < β) (hk : 0 < k) (c : ℝ) :
    Integrable (window β k c) ∧ ∫ s, window β k c s = 1 := by
  constructor
  · have h := ((integrable_exp_neg_mul_sq
      (by positivity : 0 < β * k / 2)).comp_sub_right c).const_mul (√(β * k / (2 * Real.pi)))
    refine h.congr (Eventually.of_forall fun s => ?_)
    have e : -(β * k / 2) * (s - c) ^ 2 = -(β * k * (s - c) ^ 2 / 2) := by ring
    simp only [window, e]
  · have h := window_rescale hβ hk c (fun _ => 1)
    simp only [mul_one] at h
    rw [h, stdGauss_normalised.2]

/-- For a measurable profile `F ≥ m` the restrained Boltzmann weight is integrable and
`0 < Z ≤ exp (-β m)`. -/
theorem restrainedZ_bounds {β k m : ℝ} {F : ℝ → ℝ} (hβ : 0 < β) (hk : 0 < k)
    (hF : Measurable F) (hm : ∀ s, m ≤ F s) (c : ℝ) :
    Integrable (fun s => window β k c s * Real.exp (-(β * F s))) ∧
      0 < restrainedZ β F c k ∧ restrainedZ β F c k ≤ Real.exp (-(β * m)) := by
  obtain ⟨hi, h1⟩ := window_normalised hβ hk c
  have hw : ∀ s, 0 < window β k c s := fun s => by
    unfold window
    positivity
  have hpos : ∀ s, 0 < window β k c s * Real.exp (-(β * F s)) :=
    fun s => mul_pos (hw s) (Real.exp_pos _)
  have hle : ∀ s, window β k c s * Real.exp (-(β * F s))
      ≤ window β k c s * Real.exp (-(β * m)) := fun s =>
    mul_le_mul_of_nonneg_left (Real.exp_le_exp.2 (by nlinarith [hm s])) (hw s).le
  have hint : Integrable (fun s => window β k c s * Real.exp (-(β * F s))) := by
    refine Integrable.mono' (hi.mul_const (Real.exp (-(β * m)))) ?_
      (Eventually.of_forall fun s => ?_)
    · exact hi.aestronglyMeasurable.mul
        (Real.measurable_exp.comp (hF.const_mul β).neg).aestronglyMeasurable
    · rw [Real.norm_eq_abs, abs_of_pos (hpos s)]
      exact hle s
  refine ⟨hint, ?_, ?_⟩
  · refine (integral_pos_iff_support_of_nonneg (fun s => (hpos s).le) hint).2 ?_
    have hs : Function.support (fun s => window β k c s * Real.exp (-(β * F s))) = Set.univ :=
      Set.eq_univ_of_forall fun s => (hpos s).ne'
    rw [hs]
    simp
  · have h := integral_mono hint (hi.mul_const (Real.exp (-(β * m)))) hle
    rw [integral_mul_const, h1, one_mul] at h
    exact h

/-- A lower bound of the profile is a lower bound of the restrained free energy. -/
theorem le_restrainedF {β k m : ℝ} {F : ℝ → ℝ} (hβ : 0 < β) (hk : 0 < k)
    (hF : Measurable F) (hm : ∀ s, m ≤ F s) (c : ℝ) : m ≤ restrainedF β F c k := by
  obtain ⟨-, h0, h1⟩ := restrainedZ_bounds hβ hk hF hm c
  have hL := (Real.log_le_iff_le_exp h0).2 h1
  have hb := hβ.ne'
  have e : restrainedF β F c k - m
      = 1 / β * (-(β * m) - Real.log (restrainedZ β F c k)) := by
    unfold restrainedF
    field_simp
    ring
  have h : 0 ≤ 1 / β * (-(β * m) - Real.log (restrainedZ β F c k)) :=
    mul_nonneg (by positivity) (by linarith)
  linarith

/-- For `F` measurable, bounded below and continuous at `c`, the restrained partition function
tends to `exp (-β F c)` as the stiffness tends to infinity. -/
theorem tendsto_restrainedZ {β c : ℝ} {F : ℝ → ℝ} (hβ : 0 < β) (hF : Measurable F)
    (hb : BddBelow (Set.range F)) (hc : ContinuousAt F c) :
    Tendsto (restrainedZ β F c) atTop (𝓝 (Real.exp (-(β * F c)))) := by
  obtain ⟨m, hm'⟩ := hb
  have hm : ∀ s, m ≤ F s := fun s => hm' ⟨s, rfl⟩
  obtain ⟨hi, h1⟩ := stdGauss_normalised
  have hg : ∀ t, 0 ≤ stdGauss t := fun t => by
    unfold stdGauss
    positivity
  -- dominated convergence in the rescaled variable
  have key : Tendsto (fun k => ∫ t, stdGauss t * Real.exp (-(β * F (c + t / √(β * k))))) atTop
      (𝓝 (∫ t, stdGauss t * Real.exp (-(β * F c)))) := by
    refine tendsto_integral_filter_of_dominated_convergence
      (fun t => stdGauss t * Real.exp (-(β * m))) (Eventually.of_forall fun k => ?_)
      (Eventually.of_forall fun k => Eventually.of_forall fun t => ?_) (hi.mul_const _)
      (Eventually.of_forall fun t => ?_)
    · have ha : Measurable fun t : ℝ => c + t / √(β * k) :=
        (measurable_id.div_const _).const_add c
      exact hi.aestronglyMeasurable.mul
        (Real.measurable_exp.comp ((hF.comp ha).const_mul β).neg).aestronglyMeasurable
    · rw [Real.norm_eq_abs, abs_of_nonneg (mul_nonneg (hg t) (Real.exp_pos _).le)]
      exact mul_le_mul_of_nonneg_left
        (Real.exp_le_exp.2 (by nlinarith [hm (c + t / √(β * k))])) (hg t)
    · -- the window shrinks onto its centre
      have hs : Tendsto (fun k : ℝ => √(β * k)) atTop atTop :=
        Real.tendsto_sqrt_atTop.comp (tendsto_id.const_mul_atTop hβ)
      have h0 : Tendsto (fun k : ℝ => t / √(β * k)) atTop (𝓝 0) :=
        tendsto_const_nhds.div_atTop hs
      have h2 : Tendsto (fun k : ℝ => c + t / √(β * k)) atTop (𝓝 c) := by
        have h3 := h0.const_add c
        rwa [add_zero] at h3
      exact ((Real.continuous_exp.tendsto _).comp
        ((hc.tendsto.comp h2).const_mul β).neg).const_mul _
  rw [integral_mul_const, h1, one_mul] at key
  refine key.congr' ?_
  filter_upwards [eventually_gt_atTop 0] with k hk
  exact (window_rescale hβ hk c (fun s => Real.exp (-(β * F s)))).symm

/-- Stiff-spring limit: for `F` measurable, bounded below and continuous at `c`, the restrained
free energy tends to `F c` as the stiffness tends to infinity. -/
theorem stiff_spring_limit {β c : ℝ} {F : ℝ → ℝ} (hβ : 0 < β) (hF : Measurable F)
    (hb : BddBelow (Set.range F)) (hc : ContinuousAt F c) :
    Tendsto (restrainedF β F c) atTop (𝓝 (F c)) := by
  have h := ((tendsto_restrainedZ hβ hF hb hc).log (Real.exp_pos _).ne').const_mul (-(1 / β))
  have hb' := hβ.ne'
  have e : -(1 / β) * -(β * F c) = F c := by field_simp
  rw [Real.log_exp, e] at h
  exact h

/-- For a continuous profile bounded below, the stiff-spring limit holds at every centre. -/
theorem stiff_spring_limit_of_continuous {β : ℝ} {F : ℝ → ℝ} (hβ : 0 < β) (hF : Continuous F)
    (hb : BddBelow (Set.range F)) (c : ℝ) :
    Tendsto (restrainedF β F c) atTop (𝓝 (F c)) :=
  stiff_spring_limit hβ hF.measurable hb hF.continuousAt

/-- For a continuous profile bounded below, the free-energy difference of two windows of equal
stiffness tends to the difference of the profile at their centres. -/
theorem window_difference_limit {β : ℝ} {F : ℝ → ℝ} (hβ : 0 < β) (hF : Continuous F)
    (hb : BddBelow (Set.range F)) (c d : ℝ) :
    Tendsto (fun k => restrainedF β F d k - restrainedF β F c k) atTop (𝓝 (F d - F c)) :=
  (stiff_spring_limit_of_continuous hβ hF hb d).sub (stiff_spring_limit_of_continuous hβ hF hb c)

/-- For the spike profile the restrained free energy at `c` is zero for every positive
stiffness, while the profile at `c` is one. -/
theorem spike_counterexample {β k : ℝ} (hβ : 0 < β) (hk : 0 < k) (c : ℝ) :
    restrainedF β (spike c) c k = 0 ∧ spike c c = 1 := by
  refine ⟨?_, by simp [spike]⟩
  have h : restrainedZ β (spike c) c k = ∫ s, window β k c s := by
    refine integral_congr_ae ?_
    have hc : ({c} : Set ℝ)ᶜ ∈ ae (volume : Measure ℝ) :=
      compl_mem_ae_iff.2 Real.volume_singleton
    filter_upwards [hc] with s hs
    have hs' : s ≠ c := hs
    simp [spike, hs']
  unfold restrainedF
  rw [h, (window_normalised hβ hk c).2, Real.log_one, mul_zero]

end

end StiffSpring
```

```lean
#print axioms StiffSpring.le_restrainedF
#print axioms StiffSpring.stiff_spring_limit
#print axioms StiffSpring.window_difference_limit
#print axioms StiffSpring.spike_counterexample
```

```
'StiffSpring.le_restrainedF' depends on axioms: [propext, Classical.choice, Quot.sound]
'StiffSpring.stiff_spring_limit' depends on axioms: [propext, Classical.choice, Quot.sound]
'StiffSpring.window_difference_limit' depends on axioms: [propext, Classical.choice, Quot.sound]
'StiffSpring.spike_counterexample' depends on axioms: [propext, Classical.choice, Quot.sound]
```

### Remarks on the proof

`stdGauss_normalised` is step 1 for $\varphi$, which is `stdGauss`. It uses `integral_gaussian`, the formula $\int e^{-bt^2}dt=\sqrt{\pi/b}$, at $b=1/2$ and merges the two square roots.

`window_rescale` is step 2. The identity $w=\sqrt{\beta k}\,\varphi$ is `hw`. The substitution is split into a translation by $c$ (`integral_add_left_eq_self`) and a dilation (`Measure.integral_comp_div`), which supplies the Jacobian; the factor $\sqrt{\beta k}$ then stands on both sides and is cancelled. `window_normalised` sets $g=1$ for the value of the integral and gets integrability by shifting and scaling a Gaussian.

`restrainedZ_bounds` and `le_restrainedF` are step 3. The pointwise inequality `hle` gives integrability through `Integrable.mono'` and the upper bound through `integral_mono`; positivity follows because the integrand is positive everywhere, so its support has positive measure. The limit theorems do not call these two results. Their role is interpretive: Lean assigns zero to the integral of a non-integrable function and to the logarithm of zero, and these bounds show that, for $F$ measurable and bounded below and every $k>0$, the definitions denote the genuine $Z_k(c)$ and $F_k(c)$. Measurability is a hypothesis of both results, although the docstring of `le_restrainedF` does not mention it.

`tendsto_restrainedZ` is step 4. The call to `tendsto_integral_filter_of_dominated_convergence` names the bound $\varphi(t)e^{-\beta m}$ and leaves three goals: measurability of the integrand, the bound itself, and pointwise convergence, in which `h2` is $c+t/\sqrt{\beta k}\to c$. The closing `key.congr'` passes from the rescaled integral back to $Z_k(c)$, which needs the two to agree only for all sufficiently large $k$; they agree for every $k>0$.

`stiff_spring_limit` is step 5, and `stiff_spring_limit_of_continuous` is the statement in the question. `window_difference_limit` takes $F$ continuous and the same stiffness in both windows.

`spike_counterexample` concerns `spike c`, the profile equal to one at $c$ and zero elsewhere. It differs from zero on a single point, a null set, so `integral_congr_ae` gives $Z_k(c)=\int w\,ds=1$, hence $F_k(c)=0$ for every $k>0$ while the profile at $c$ is one. This profile is measurable and bounded, which is evident but left unstated in Lean; granting that, it meets every hypothesis of `stiff_spring_limit` except continuity at $c$, and the limit is $0$ instead of $1$.
